# The two-cycle of a Fermi-smeared mean-field level for $\beta U>4$

When the occupations in a self-consistent calculation with Fermi smearing jump back and forth between two values, one changes the update, for instance by mixing old and new densities, instead of allowing more iterations. For a single level in spin-restricted mean-field theory, updated without mixing and with the chemical potential fixed at the value that makes half filling self-consistent, the result below supports that decision: if the on-site repulsion $U$ and the inverse temperature $\beta$ satisfy $\beta U>4$, the jumps persist from every starting occupation per spin except exactly one half.

## From the Fermi function to a stable alternation

Consider one site with on-site repulsion $U$, treated in spin-restricted Hartree-Fock theory. Let $n$ be the occupation per spin. An electron feels the repulsion $Un$ of the opposite spin, and the chemical potential is placed so that half filling is self-consistent. The level then lies at $U(n-\tfrac12)$ relative to the chemical potential. With inverse temperature $\beta$, so that $1/\beta$ is the smearing width, the next occupation is

$$f(n)=\frac{1}{1+e^{a(n-1/2)}},\qquad a=\beta U .$$

The claim is that for $a>4$ there is an amplitude $y$ with $\tfrac12-\tfrac2a<y<\tfrac12$ such that $f$ exchanges $\tfrac12+y$ and $\tfrac12-y$. From any start above $\tfrac12$, the even iterates tend to $\tfrac12+y$ and the odd ones to $\tfrac12-y$. From any start below $\tfrac12$, the roles are reversed.

**Removing the alternation.** Since $1/(1+e^{-t})=1-1/(1+e^{t})$, the update has particle-hole symmetry, $f(1-n)=1-f(n)$. Define the reversed deviation

$$g(x)=\tfrac12-f(\tfrac12+x)=\tfrac12-\frac{1}{1+e^{ax}} .$$

By the symmetry, $g$ is odd. Let $n_k$ be the occupation after $k$ updates and put $s_k=(-1)^k(n_k-\tfrac12)$. Because $n_{k+1}-\tfrac12=-g(n_k-\tfrac12)$, oddness gives

$$s_{k+1}=(-1)^k g(n_k-\tfrac12)=g(s_k).$$

It remains to iterate $g$, which is increasing.

**Saturation.** The derivative is $g'(x)=aE/(1+E)^2$ with $E=e^{ax}$. Take $0<p<q$ and write $E=e^{ap}$, $F=e^{aq}$, so that $1<E<F$. Then

$$E(1+F)^2-F(1+E)^2=(F-E)(EF-1)>0,$$

hence $g'(q)<g'(p)$. So $g$ is strictly concave on $[0,\infty)$. As $g(0)=0$, comparison with the chord from $0$ to $z$ gives, for $0<x<z$,

$$x\,g(z)<z\,g(x). \tag{1}$$

**Existence of the amplitude.** Let $x_0=\tfrac12-\tfrac2a$, which is positive for $a>4$. Then $ax_0=\tfrac a2-2\neq0$, and $e^t>1+t$ for $t\ne0$ yields $1+e^{ax_0}>\tfrac a2$. Therefore $g(x_0)>\tfrac12-\tfrac2a=x_0$. On the other side, $g(\tfrac12)<\tfrac12$. By the intermediate value theorem, $g(y)=y$ for some $y$ strictly between $x_0$ and $\tfrac12$.

**Convergence.** If $0<s<y$, inequality (1) reads $sy<y\,g(s)$, so $s<g(s)$, while monotonicity gives $g(s)<g(y)=y$. If $s>y$, it reads $y\,g(s)<sy$, so $y<g(s)<s$. The iterates from a positive $s_0$ thus move monotonically towards $y$ without crossing it. They have a limit $L>0$, and continuity gives $g(L)=L$. Two different positive fixed points would turn (1) into $Ly<Ly$, so $L=y$. For $s_0<0$, oddness gives the limit $-y$. Undoing the factor $(-1)^k$ gives the two occupations in the claim.

## The update and its reversed deviation in Lean

```lean
import Mathlib

open Filter Topology Set

namespace ChargeOscillation

noncomputable section
```

The function $f$ is `occ β U`. All three arguments are real numbers, and no type restricts the occupation to $[0,1]$.

```lean
/-- Updated occupation of a level whose mean-field energy, measured from the chemical
potential, is `U (n - 1/2)`, at inverse temperature `β`. -/
def occ (β U n : ℝ) : ℝ := 1 / (1 + Real.exp (β * U * (n - 1 / 2)))
```

The function $g$ is `swing β U`. Its argument is a deviation from half filling, not an occupation.

```lean
/-- Deviation from half filling after one update of the occupation `1/2 + x`, with its
sign reversed. -/
def swing (β U x : ℝ) : ℝ := 1 / 2 - occ β U (1 / 2 + x)
```

Particle-hole symmetry holds for all real parameters. The proof names the exponential $E$, after which the identity is algebra with $E>0$.

```lean
/-- Particle-hole symmetry: exchanging electrons and holes before the update is the same as
exchanging them after it. -/
theorem occ_reflect (β U n : ℝ) : occ β U (1 - n) = 1 - occ β U n := by
  unfold occ
  rw [show β * U * (1 - n - 1 / 2) = -(β * U * (n - 1 / 2)) by ring, Real.exp_neg]
  have hE := Real.exp_pos (β * U * (n - 1 / 2))
  generalize Real.exp (β * U * (n - 1 / 2)) = E at hE ⊢
  have h1 : 1 / (1 + E⁻¹) = E / (1 + E) := by
    rw [div_eq_div_iff (by positivity) (by positivity), mul_add E, mul_inv_cancel₀ hE.ne']
    ring
  rw [h1, eq_sub_iff_add_eq, ← add_div, add_comm E 1]
  exact div_self (by positivity)
```

The next two results supply the explicit form of $g$ and its derivative. The latter comes from the quotient rule.

```lean
/-- The reversed deviation written with the Fermi function. -/
lemma swing_eq (β U x : ℝ) : swing β U x = 1 / 2 - 1 / (1 + Real.exp (β * U * x)) := by
  simp only [swing, occ, add_sub_cancel_left]

/-- Response of the reversed deviation to a change of the deviation before the update. -/
theorem swing_hasDerivAt (β U x : ℝ) : HasDerivAt (swing β U)
    (β * U * Real.exp (β * U * x) / (1 + Real.exp (β * U * x)) ^ 2) x := by
  have h1 : HasDerivAt (fun x => 1 + Real.exp (β * U * x))
      (Real.exp (β * U * x) * (β * U)) x := by
    have h := ((hasDerivAt_id x).const_mul (β * U)).exp.const_add 1
    simpa using h
  have hne : 1 + Real.exp (β * U * x) ≠ 0 := by positivity
  have h2 := HasDerivAt.fun_div (hasDerivAt_const x (1 : ℝ)) h1 hne
  rw [show swing β U = fun x => 1 / 2 - 1 / (1 + Real.exp (β * U * x)) from
    funext (swing_eq β U)]
  refine (h2.const_sub (1 / 2)).congr_deriv ?_
  ring
```

## Concavity and the exchanged pair

Inequality (1) is stated without division and needs only $\beta U>0$. In the proof, `e1` and `e2` are $1<E$ and $E<F$, and `e3` is the positive product $a(F-E)(EF-1)$, from which `nlinarith` obtains the decrease of the derivative. Mathlib's `StrictAntiOn.strictConcaveOn_of_deriv` turns this into strict concavity. The term `key` is the chord comparison, with weights $1-x/z$ at $0$ and $x/z$ at $z$.

```lean
/-- Saturation: for `βU > 0` the relative response `swing x / x` is strictly smaller for the
larger of two positive deviations (written without division). -/
theorem swing_saturates {β U x z : ℝ} (h : 0 < β * U) (hx : 0 < x) (hxz : x < z) :
    x * swing β U z < z * swing β U x := by
  have hz : 0 < z := hx.trans hxz
  -- the derivative decreases, so the response is strictly concave
  have hc : StrictConcaveOn ℝ (Ici 0) (swing β U) := by
    apply StrictAntiOn.strictConcaveOn_of_deriv (convex_Ici 0)
    · exact fun p _ => (swing_hasDerivAt β U p).continuousAt.continuousWithinAt
    · rw [interior_Ici]
      intro p hp q _ hpq
      rw [(swing_hasDerivAt β U p).deriv, (swing_hasDerivAt β U q).deriv]
      have hp0 : 0 < p := hp
      have e1 : 1 < Real.exp (β * U * p) := Real.one_lt_exp_iff.2 (mul_pos h hp0)
      have e2 : Real.exp (β * U * p) < Real.exp (β * U * q) :=
        Real.exp_lt_exp.2 (mul_lt_mul_of_pos_left hpq h)
      rw [div_lt_div_iff₀ (by positivity) (by positivity)]
      have e3 := mul_pos h (mul_pos (sub_pos.2 e2)
        (sub_pos.2 (one_lt_mul_of_lt_of_le e1 (e1.trans e2).le)))
      nlinarith [e3]
  have s0 : swing β U 0 = 0 := by
    rw [swing_eq, mul_zero, Real.exp_zero]
    norm_num
  have hq : x / z * z = x := by field_simp
  -- compare with the chord from 0 to z
  have key := hc.2 (mem_Ici.2 le_rfl) (mem_Ici.2 hz.le) hz.ne
    (sub_pos.2 ((div_lt_one hz).2 hxz)) (div_pos hx hz) (by ring)
  simp only [smul_eq_mul, s0, mul_zero, zero_add, hq] at key
  calc x * swing β U z = z * (x / z * swing β U z) := by field_simp
    _ < z * swing β U x := mul_lt_mul_of_pos_left key hz
```

The existence lemma is where $\beta U>4$ enters. The facts `hlow` and `hhigh` are the signs of $g(x)-x$ at the two ends of the interval, and `Real.add_one_lt_exp` is the inequality $e^t>1+t$. The open-interval version of the intermediate value theorem, `intermediate_value_Ioo'`, keeps both bounds on $y$ strict.

```lean
/-- For `βU > 4` some positive deviation between `1/2 - 2/(βU)` and `1/2` is exactly
reversed by one update. -/
theorem exists_amplitude {β U : ℝ} (h : 4 < β * U) :
    ∃ y, 0 < y ∧ 1 / 2 - 2 / (β * U) < y ∧ y < 1 / 2 ∧ swing β U y = y := by
  have ha : 0 < β * U := by linarith
  have hd : 2 / (β * U) < 1 / 2 := by
    rw [div_lt_div_iff₀ ha (by norm_num)]
    linarith
  have hd0 : 0 < 2 / (β * U) := div_pos (by norm_num) ha
  have hlow : 0 < swing β U (1 / 2 - 2 / (β * U)) - (1 / 2 - 2 / (β * U)) := by
    have hm : β * U * (1 / 2 - 2 / (β * U)) = β * U / 2 - 2 := by
      rw [mul_sub, mul_div_cancel₀ 2 ha.ne']
      ring
    have he := Real.add_one_lt_exp (show β * U / 2 - 2 ≠ 0 by linarith)
    have hf : 1 / (1 + Real.exp (β * U / 2 - 2)) < 2 / (β * U) := by
      rw [div_lt_div_iff₀ (by positivity) ha]
      linarith
    rw [swing_eq, hm]
    linarith
  have hhigh : swing β U (1 / 2) - 1 / 2 < 0 := by
    rw [swing_eq]
    have : 0 < 1 / (1 + Real.exp (β * U * (1 / 2))) := by positivity
    linarith
  have hcont : ContinuousOn (fun x => swing β U x - x)
      (Icc (1 / 2 - 2 / (β * U)) (1 / 2)) := fun x _ =>
    ((swing_hasDerivAt β U x).continuousAt.sub continuousAt_id).continuousWithinAt
  obtain ⟨y, hy, hfix⟩ := intermediate_value_Ioo' (by linarith) hcont ⟨hhigh, hlow⟩
  exact ⟨y, by linarith [hy.1], hy.1, hy.2, sub_eq_zero.1 hfix⟩
```

## Monotone approach to the amplitude

The convergence lemma takes a positive fixed point $y$ as given. The notation `(swing β U)^[k] x` means $k$ applications of $g$ to $x$, and `Tendsto … atTop (𝓝 y)` says that the sequence converges to $y$ as $k$ grows.

The local facts `up` and `down` are the two inequalities between $s$ and $g(s)$. In each of the two cases, $x\le y$ and $y\le x$, an induction named `b` keeps the iterates on their side of $y$. A monotone bounded sequence then converges, and the bounds in `b` make its limit positive. The lemma `isFixedPt_of_tendsto_iterate` shows that the limit is a fixed point, and the last case distinction uses `swing_saturates` to identify it with $y$.

```lean
/-- For `βU > 0`, if a positive deviation `y` is exactly reversed by one update, then the
iterates of `swing` from every positive deviation converge to `y`. -/
theorem swing_tendsto {β U x y : ℝ} (h : 0 < β * U) (hy : 0 < y)
    (hfix : swing β U y = y) (hx : 0 < x) :
    Tendsto (fun k => (swing β U)^[k] x) atTop (𝓝 y) := by
  have hm : Monotone (swing β U) := (strictMono_of_deriv_pos fun s => by
    rw [(swing_hasDerivAt β U s).deriv]
    exact div_pos (mul_pos h (Real.exp_pos _)) (by positivity)).monotone
  have up : ∀ s, 0 < s → s ≤ y → s ≤ swing β U s := by
    intro s hs hsy
    rcases hsy.eq_or_lt with he | hlt
    · rw [he, hfix]
    · have r := swing_saturates h hs hlt
      rw [hfix] at r
      nlinarith
  have down : ∀ s, y ≤ s → swing β U s ≤ s := by
    intro s hsy
    rcases hsy.eq_or_lt with he | hlt
    · rw [← he, hfix]
    · have r := swing_saturates h hy hlt
      rw [hfix] at r
      nlinarith
  -- the deviations move monotonically towards y, so they have a positive limit
  obtain ⟨L, hL, hlim⟩ : ∃ L, 0 < L ∧
      Tendsto (fun k => (swing β U)^[k] x) atTop (𝓝 L) := by
    rcases le_total x y with hxy | hxy
    · have b : ∀ k, x ≤ (swing β U)^[k] x ∧ (swing β U)^[k] x ≤ y := by
        intro k
        induction k with
        | zero => exact ⟨le_rfl, hxy⟩
        | succ k ih =>
          rw [Function.iterate_succ_apply']
          exact ⟨ih.1.trans (up _ (hx.trans_le ih.1) ih.2), (hm ih.2).trans_eq hfix⟩
      have mono : Monotone (fun k => (swing β U)^[k] x) := monotone_nat_of_le_succ fun k => by
        simp only [Function.iterate_succ_apply']
        exact up _ (hx.trans_le (b k).1) (b k).2
      have t := tendsto_atTop_ciSup mono ⟨y, by rintro _ ⟨k, rfl⟩; exact (b k).2⟩
      exact ⟨_, hx.trans_le (ge_of_tendsto' t fun k => (b k).1), t⟩
    · have b : ∀ k, y ≤ (swing β U)^[k] x := by
        intro k
        induction k with
        | zero => exact hxy
        | succ k ih =>
          rw [Function.iterate_succ_apply']
          exact hfix.ge.trans (hm ih)
      have anti : Antitone (fun k => (swing β U)^[k] x) := antitone_nat_of_succ_le fun k => by
        simp only [Function.iterate_succ_apply']
        exact down _ (b k)
      have t := tendsto_atTop_ciInf anti ⟨y, by rintro _ ⟨k, rfl⟩; exact b k⟩
      exact ⟨_, hy.trans_le (ge_of_tendsto' t b), t⟩
  have hLf : swing β U L = L :=
    isFixedPt_of_tendsto_iterate hlim (swing_hasDerivAt β U L).continuousAt
  -- saturation leaves room for only one positive fixed point
  rcases lt_trichotomy L y with hlt | he | hlt
  · have r := swing_saturates h hL hlt
    rw [hfix, hLf] at r
    linarith [mul_comm L y]
  · rwa [he] at hlim
  · have r := swing_saturates h hy hlt
    rw [hfix, hLf] at r
    linarith [mul_comm L y]
```

## The oscillation theorem

The final theorem assumes only `4 < β * U`. Physically, $\beta$ and $U$ are both positive and the condition says that the smearing width is below $U/4$. The number 4 reflects the slope of the response at half filling, $g'(0)=\beta U/4$: above the threshold, a small deviation grows while it alternates.

The theorem provides one `y` for given parameters, before any start is chosen. Its first three properties are positivity and the two bounds; the next two say that the update exchanges $\tfrac12+y$ and $\tfrac12-y$. The last part treats every real start `n`, and so in particular every physical start in $[0,1]$ other than $\tfrac12$. It states convergence of $(-1)^k(n_k-\tfrac12)$, to $y$ for `1 / 2 < n` and to $-y$ for `n < 1 / 2`. Counting begins with $n_0=n$, so for a start above half filling the even iterates approach the larger occupation. Since $y>0$, the occupations themselves don't converge.

The start $n=\tfrac12$ is excluded because it is a fixed point of the update. The theorem makes no statement about $\beta U\le4$, and it gives no rate of approach to the cycle. The model has one level, a chemical potential that stays fixed at its half-filling value during the iteration, and no mixing; a calculation that readjusts the chemical potential to conserve the electron number follows a different map.

In the proof, `h1` and `h2` translate $g(y)=y$ into the exchange of the two occupations. The identity $s_k=g^k(s_0)$, with $g^k$ the $k$-fold iterate, is `hstag`, proved by induction on $k$ with the two possible signs of $(-1)^k$ treated separately. Oddness passes from $g$ to its iterates in `hneg`. For a start above half filling, `swing_tendsto` then applies directly to $n-\tfrac12$. For a start below, it applies to $\tfrac12-n$, and the limit is negated.

```lean
/-- Charge oscillation: for `βU > 4` there is one amplitude `y > 0`, between `1/2 - 2/(βU)`
and `1/2`, such that the update exchanges `1/2 + y` and `1/2 - y`. From every start other than
`1/2` the deviation after `k` updates, times `(-1)^k`, tends to `y` (start above `1/2`) or
to `-y` (start below). -/
theorem charge_oscillation {β U : ℝ} (h : 4 < β * U) :
    ∃ y, 0 < y ∧ 1 / 2 - 2 / (β * U) < y ∧ y < 1 / 2 ∧
      occ β U (1 / 2 + y) = 1 / 2 - y ∧ occ β U (1 / 2 - y) = 1 / 2 + y ∧
      ∀ n : ℝ,
        (1 / 2 < n →
          Tendsto (fun k : ℕ => (-1) ^ k * ((occ β U)^[k] n - 1 / 2)) atTop (𝓝 y)) ∧
        (n < 1 / 2 →
          Tendsto (fun k : ℕ => (-1) ^ k * ((occ β U)^[k] n - 1 / 2)) atTop (𝓝 (-y))) := by
  have ha : 0 < β * U := by linarith
  obtain ⟨y, hy, hlow, hhigh, hfix⟩ := exists_amplitude h
  have h1 : occ β U (1 / 2 + y) = 1 / 2 - y := by
    unfold swing at hfix
    linarith
  have h2 : occ β U (1 / 2 - y) = 1 / 2 + y := by
    rw [show 1 / 2 - y = 1 - (1 / 2 + y) by ring, occ_reflect, h1]
    ring
  have hodd : ∀ x, swing β U (-x) = -swing β U x := fun x => by
    unfold swing
    rw [show 1 / 2 + -x = 1 - (1 / 2 + x) by ring, occ_reflect]
    ring
  have hocc : ∀ m, swing β U (m - 1 / 2) = 1 / 2 - occ β U m := fun m => by
    unfold swing
    rw [show 1 / 2 + (m - 1 / 2) = m by ring]
  -- the alternating sign turns the update into iteration of `swing`
  have hstag : ∀ (n : ℝ) (k : ℕ),
      (-1) ^ k * ((occ β U)^[k] n - 1 / 2) = (swing β U)^[k] (n - 1 / 2) := by
    intro n k
    induction k with
    | zero => simp
    | succ k ih =>
      rw [Function.iterate_succ_apply', Function.iterate_succ_apply', ← ih, pow_succ]
      rcases neg_one_pow_eq_or ℝ k with e | e <;>
        simp only [e, one_mul, neg_mul, hodd, hocc] <;> ring
  have hneg : ∀ (x : ℝ) (k : ℕ), (swing β U)^[k] (-x) = -(swing β U)^[k] x := by
    intro x k
    induction k with
    | zero => rfl
    | succ k ih => rw [Function.iterate_succ_apply', Function.iterate_succ_apply', ih, hodd]
  refine ⟨y, hy, hlow, hhigh, h1, h2, fun n => ⟨fun hn => ?_, fun hn => ?_⟩⟩
  · exact (swing_tendsto ha hy hfix (sub_pos.2 hn)).congr fun k => (hstag n k).symm
  · refine (swing_tendsto ha hy hfix (sub_pos.2 hn)).neg.congr fun k => ?_
    show -((swing β U)^[k] (1 / 2 - n)) = _
    rw [hstag, ← hneg, neg_sub]

end

end ChargeOscillation
```

```lean
#print axioms ChargeOscillation.swing_saturates
-- 'ChargeOscillation.swing_saturates' depends on axioms: [propext, Classical.choice, Quot.sound]
#print axioms ChargeOscillation.charge_oscillation
-- 'ChargeOscillation.charge_oscillation' depends on axioms: [propext, Classical.choice, Quot.sound]
```
